# Three-term recurrence for the harmonic amplitudes of a sinusoidally modulated phase factor

For real t and natural n, `J n t` is the average of exp(i(t sin θ − nθ)) over θ from 0 to 2π, that is, the amplitude of the nth harmonic in the phase factor exp(i t sin θ). The lemma `J_recurrence` states that three neighbouring amplitudes satisfy t(J_n + J_{n+2}) = 2(n + 1)J_{n+1}. The proof integrates the θ-derivative of the phase factor of order n + 1 over a full period, which gives zero because that factor equals 1 at both ends. It then uses `phase_shift` to write the cos θ term of the derivative through the factors of orders n and n + 2.

The first attempt, which Lean rejects:

```lean
import Mathlib

open Complex (I)
open scoped Real
open MeasureTheory

namespace JRecurrence

noncomputable section

/-- The phase `exp(i (t sin θ - n θ))` whose average over a period is the Jacobi-Anger
coefficient of order `n`. -/
def phase (n : ℕ) (t θ : ℝ) : ℂ :=
  Complex.exp (((t * Real.sin θ - n * θ : ℝ) : ℂ) * I)

/-- The Jacobi-Anger coefficient `J_n(t)`: the average of `exp(i t sin θ - i n θ)` over
`θ` in `[0, 2π]`. -/
def J (n : ℕ) (t : ℝ) : ℂ :=
  ((2 * π : ℝ) : ℂ)⁻¹ * ∫ θ in (0 : ℝ)..(2 * π), phase n t θ

/-- The phase depends continuously on the angle. -/
@[fun_prop]
theorem continuous_phase (n : ℕ) (t : ℝ) : Continuous (fun θ => phase n t θ) := by
  unfold phase
  fun_prop

/-- Multiplying the phase of order `n + 1` by `exp(iθ)` lowers the order by one, and
multiplying it by `exp(-iθ)` raises the order by one. -/
theorem phase_shift (n : ℕ) (t θ : ℝ) :
    phase n t θ = phase (n + 1) t θ * ((Real.cos θ : ℂ) + (Real.sin θ : ℂ) * I) ∧
    phase (n + 2) t θ = phase (n + 1) t θ * ((Real.cos θ : ℂ) - (Real.sin θ : ℂ) * I) := by
  have h1 : (Real.cos θ : ℂ) + (Real.sin θ : ℂ) * I = Complex.exp ((θ : ℂ) * I) := by
    rw [Complex.exp_mul_I, Complex.ofReal_cos, Complex.ofReal_sin]
  have h2 : (Real.cos θ : ℂ) - (Real.sin θ : ℂ) * I = Complex.exp (-(θ : ℂ) * I) := by
    rw [Complex.exp_mul_I, Complex.cos_neg, Complex.sin_neg, Complex.ofReal_cos,
      Complex.ofReal_sin]
    ring
  rw [h1, h2]
  unfold phase
  constructor <;> rw [← Complex.exp_add] <;> congr 1 <;> push_cast <;> ring

/-- Three neighbouring coefficients obey `t (J_n + J_{n+2}) = 2 (n + 1) J_{n+1}`. -/
theorem J_recurrence (n : ℕ) (t : ℝ) :
    (t : ℂ) * (J n t + J (n + 2) t) = 2 * ((n : ℂ) + 1) * J (n + 1) t := by
  have h0 : phase (n + 1) t 0 = 1 := by simp [phase]
  have h1 : phase (n + 1) t (2 * π) = 1 := by
    unfold phase
    rw [Real.sin_two_pi, show ((t * 0 - ((n + 1 : ℕ) : ℝ) * (2 * π) : ℝ) : ℂ) * I =
      -(((n + 1 : ℕ) : ℂ) * (2 * π * I)) by push_cast; ring, Complex.exp_neg,
      Complex.exp_nat_mul, Complex.exp_two_pi_mul_I, one_pow, inv_one]
  -- the angular derivative of a periodic phase integrates to zero
  have ftc := intervalIntegral.integral_eq_sub_of_hasDerivAt (a := 0) (b := 2 * π)
    (f := fun θ => phase (n + 1) t θ)
    (f' := fun θ => phase (n + 1) t θ *
      (((t * Real.cos θ - ((n + 1 : ℕ) : ℝ) * 1 : ℝ) : ℂ) * I))
    (fun θ _ => ((((Real.hasDerivAt_sin θ).const_mul t).fun_sub
      ((hasDerivAt_id' θ).const_mul ((n + 1 : ℕ) : ℝ))).ofReal_comp.mul_const I).cexp)
    (Continuous.intervalIntegrable (by fun_prop) _ _)
  have e : ∫ θ in (0 : ℝ)..(2 * π), phase (n + 1) t θ *
      (((t * Real.cos θ - ((n + 1 : ℕ) : ℝ) * 1 : ℝ) : ℂ) * I) =
      (t : ℂ) * I / 2 * ((∫ θ in (0 : ℝ)..(2 * π), phase n t θ) +
        ∫ θ in (0 : ℝ)..(2 * π), phase (n + 2) t θ) -
      ((n : ℂ) + 1) * I * ∫ θ in (0 : ℝ)..(2 * π), phase (n + 1) t θ := by
    rw [← intervalIntegral.integral_add, ← intervalIntegral.integral_const_mul,
      ← intervalIntegral.integral_const_mul, ← intervalIntegral.integral_sub]
    · refine intervalIntegral.integral_congr fun θ _ => ?_
      simp only [Complex.ofReal_sub, Complex.ofReal_mul, Complex.ofReal_natCast,
        Complex.ofReal_one, Nat.cast_add, Nat.cast_one]
      linear_combination (-((t : ℂ) * I / 2)) * (phase_shift n t θ).1 +
        (-((t : ℂ) * I / 2)) * (phase_shift n t θ).2
    all_goals exact Continuous.intervalIntegrable (by fun_prop) _ _
  rw [e, h0, h1, sub_self] at ftc
  have z : (t : ℂ) / 2 * ((∫ θ in (0 : ℝ)..(2 * π), phase n t θ) +
        ∫ θ in (0 : ℝ)..(2 * π), phase (n + 2) t θ) -
      ((n : ℂ) + 1) * ∫ θ in (0 : ℝ)..(2 * π), phase (n + 1) t θ = 0 := by
    apply mul_left_cancel₀ Complex.I_ne_zero
    linear_combination ftc
  unfold J
  linear_combination (2 * ((2 * π : ℝ) : ℂ)⁻¹) * z

end

end JRecurrence
```

The error:

```
Main.lean:69:6: error: ring failed, ring expressions not equal
n : ℕ
t : ℝ
h0 : phase (n + 1) t 0 = 1
h1 : phase (n + 1) t (2 * π) = 1
ftc :
  ∫ (y : ℝ) in 0..2 * π, phase (n + 1) t y * (↑(t * Real.cos y - ↑(n + 1) * 1) * I) =
    phase (n + 1) t (2 * π) - phase (n + 1) t 0
θ : ℝ
x✝ : θ ∈ Set.uIcc 0 (2 * π)
⊢ -(phase (n + 1) t θ * ↑(↑n + 1) * I) + phase (n + 1) t θ * I + phase (n + 1) t θ * I * ↑n = 0
Main.lean:67:57: warning: This simp argument is unused:
  Complex.ofReal_natCast

Hint: Omit it from the simp argument list.
  [apply] simp only [Complex.ofReal_sub, Complex.ofReal_mul, Complex.ofReal_one, Nat.cast_add, Nat.cast_one]

Note: This linter can be disabled with `set_option linter.unusedSimpArgs false`
```

What went wrong. The error comes from the pointwise identity between the integrands. There `simp only` uses `Nat.cast_add` and `Nat.cast_one` to turn the real number `((n + 1 : ℕ) : ℝ)` into `↑n + 1`, still inside the coercion from ℝ to ℂ. The list has no lemma to carry that coercion through a sum, so `↑(↑n + 1)` survives in the goal. `ring`, which `linear_combination` calls at the end, treats this as an atom unrelated to the complex number `↑n`. The equation it leaves is true, but `ring` can't see the cancellation.

The warning has the same origin: `Complex.ofReal_natCast` needs a natural-number cast directly under the complex coercion, and here it met a sum instead.

The repair adds `Complex.ofReal_add`, which splits the coerced sum. `Complex.ofReal_natCast` and `Complex.ofReal_one` can then reduce the parts to `(n : ℂ)` and `1`, after which the terms cancel and `ring` closes the goal. The lemma reported as unused is now needed, so it stays.

This version goes through:

```diff
@@ -66,5 +66,5 @@
     · refine intervalIntegral.integral_congr fun θ _ => ?_
       simp only [Complex.ofReal_sub, Complex.ofReal_mul, Complex.ofReal_natCast,
-        Complex.ofReal_one, Nat.cast_add, Nat.cast_one]
+        Complex.ofReal_one, Complex.ofReal_add, Nat.cast_add, Nat.cast_one]
       linear_combination (-((t : ℂ) * I / 2)) * (phase_shift n t θ).1 +
         (-((t : ℂ) * I / 2)) * (phase_shift n t θ).2
```
